# Balance equations linking energy, decay, momentum and mass in an edge spinor

For real momentum `k`, mass `m` and wall angle `t`, the lemma concerns the two-component spinor (cos(t/2), i sin(t/2)), with energy E = k sin t + m cos t and decay parameter D = m sin t − k cos t. It states that the components can be written as C and iS with C² + S² = 1, EC = −DS + kS + mC and ES = DC + kC − mS. The spinor is thus normalised, but D may have either sign, so nothing is said about whether a state decays away from the wall. The attempt rewrites sin t and cos t in terms of the half-angle, proves the two balance equations over the reals, and then carries them over to the complex numbers.

This version doesn't compile in Lean 4 with Mathlib:

```lean
import Mathlib

open Matrix Complex Filter Topology Set

namespace EdgeBalance

noncomputable section

/-- The spinor `(cos(t/2), i sin(t/2))` selected by the wall. -/
def edgeSpinor (t : ℝ) : Fin 2 → ℂ :=
  ![((Real.cos (t / 2) : ℝ) : ℂ), I * ((Real.sin (t / 2) : ℝ) : ℂ)]

/-- The edge dispersion `k sin t + m cos t`. -/
def edgeEnergy (k m t : ℝ) : ℝ := k * Real.sin t + m * Real.cos t

/-- The real number `m sin t - k cos t`, which is an inverse decay length when it is positive. -/
def edgeDecay (k m t : ℝ) : ℝ := m * Real.sin t - k * Real.cos t

/-- The edge spinor has components `C` and `i S` with `C² + S² = 1`, and these satisfy the two
balance equations between energy, decay, momentum and mass. -/
theorem edge_balance (k m t : ℝ) : ∃ C S : ℂ, edgeSpinor t 0 = C ∧ edgeSpinor t 1 = I * S ∧
    C ^ 2 + S ^ 2 = 1 ∧
    edgeEnergy k m t * C = -edgeDecay k m t * S + k * S + m * C ∧
    edgeEnergy k m t * S = edgeDecay k m t * C + k * C - m * S := by
  have hN := Real.cos_sq_add_sin_sq (t / 2)
  have hs := Real.sin_two_mul (t / 2)
  have hc := Real.cos_two_mul (t / 2)
  rw [show 2 * (t / 2) = t by ring] at hs hc
  have i1 : edgeEnergy k m t * Real.cos (t / 2) = -edgeDecay k m t * Real.sin (t / 2)
      + k * Real.sin (t / 2) + m * Real.cos (t / 2) := by
    unfold edgeEnergy edgeDecay
    rw [hs, hc]
    linear_combination (2 * k * Real.sin (t / 2) + 2 * m * Real.cos (t / 2)) * hN
      - (k * Real.sin (t / 2) + m * Real.cos (t / 2)) * hN
      + (m * Real.cos (t / 2) - k * Real.sin (t / 2)) * (hN - hN)
  have i2 : edgeEnergy k m t * Real.sin (t / 2) = edgeDecay k m t * Real.cos (t / 2)
      + k * Real.cos (t / 2) - m * Real.sin (t / 2) := by
    unfold edgeEnergy edgeDecay
    rw [hs, hc]
    linear_combination (2 * k * Real.cos (t / 2)) * hN
  exact ⟨_, _, rfl, rfl, by exact_mod_cast hN, by exact_mod_cast i1, by exact_mod_cast i2⟩

end

end EdgeBalance
```

The compiler's answer:

```
Main.lean:33:4: error: ring failed, ring expressions not equal
k m t : ℝ
hN : Real.cos (t / 2) ^ 2 + Real.sin (t / 2) ^ 2 = 1
hs : Real.sin t = 2 * Real.sin (t / 2) * Real.cos (t / 2)
hc : Real.cos t = 2 * Real.cos (t / 2) ^ 2 - 1
⊢ k * Real.sin (t / 2) - k * Real.sin (t / 2) * Real.cos (t / 2) ^ 2 - k * Real.sin (t / 2) ^ 3 +
          Real.sin (t / 2) ^ 2 * Real.cos (t / 2) * m -
        Real.cos (t / 2) * m +
      Real.cos (t / 2) ^ 3 * m =
    0
Main.lean:41:28: error: mod_cast has type
  Real.cos (t / 2) ^ 2 + Real.sin (t / 2) ^ 2 = 1
but is expected to have type
  edgeSpinor t 0 ^ 2 + ↑(Real.sin (t / 2) ^ 2) = 1
Main.lean:41:50: error: mod_cast has type
  edgeEnergy k m t * Real.cos (t / 2) =
    -edgeDecay k m t * Real.sin (t / 2) + k * Real.sin (t / 2) + m * Real.cos (t / 2)
but is expected to have type
  ↑(edgeEnergy k m t) * edgeSpinor t 0 =
    ↑(-edgeDecay k m t * Real.sin (t / 2) + k * Real.sin (t / 2)) + ↑m * edgeSpinor t 0
Main.lean:41:72: error: mod_cast has type
  edgeEnergy k m t * Real.sin (t / 2) = edgeDecay k m t * Real.cos (t / 2) + k * Real.cos (t / 2) - m * Real.sin (t / 2)
but is expected to have type
  ↑(edgeEnergy k m t * Real.sin (t / 2)) =
    ↑(edgeDecay k m t) * edgeSpinor t 0 + ↑k * edgeSpinor t 0 - ↑(m * Real.sin (t / 2))
```

What went wrong. The first message says that `linear_combination` left a nonzero remainder. With c = cos(t/2) and s = sin(t/2), the two sides of `i1` differ by 2mc(c² + s² − 1), so `hN` needs the coefficient 2mc. The attempt's first two terms add up to only ks + mc. Its third term has the missing coefficient mc − ks, but multiplies it by `hN - hN`, which contributes zero. The repair supplies 2mc directly.

The other three messages share one cause. With `_` as the first witness, `rfl` settled C as `edgeSpinor t 0` itself, not as the cast of the real cosine. The two are equal by definition, but `exact_mod_cast` only moves casts about and does not unfold `edgeSpinor`, so the real identities did not match the goals. The repair names the cast cosine as C, and `rfl` now only has to check it against the spinor. S had already been found as the cast sine, so writing it out is mere tidying.

As a diff, the version that Lean accepts:

```diff
@@ -31,7 +31,5 @@
     unfold edgeEnergy edgeDecay
     rw [hs, hc]
-    linear_combination (2 * k * Real.sin (t / 2) + 2 * m * Real.cos (t / 2)) * hN
-      - (k * Real.sin (t / 2) + m * Real.cos (t / 2)) * hN
-      + (m * Real.cos (t / 2) - k * Real.sin (t / 2)) * (hN - hN)
+    linear_combination (2 * m * Real.cos (t / 2)) * hN
   have i2 : edgeEnergy k m t * Real.sin (t / 2) = edgeDecay k m t * Real.cos (t / 2)
       + k * Real.cos (t / 2) - m * Real.sin (t / 2) := by
@@ -39,5 +37,6 @@
     rw [hs, hc]
     linear_combination (2 * k * Real.cos (t / 2)) * hN
-  exact ⟨_, _, rfl, rfl, by exact_mod_cast hN, by exact_mod_cast i1, by exact_mod_cast i2⟩
+  exact ⟨((Real.cos (t / 2) : ℝ) : ℂ), ((Real.sin (t / 2) : ℝ) : ℂ), rfl, rfl,
+    by exact_mod_cast hN, by exact_mod_cast i1, by exact_mod_cast i2⟩
 
 end
```
